# The Proximity-Induced Gap of a Non-Interacting Level at the Fermi Energy: One Root, Below Γ and Increasing with Γ

## A normal level next to a superconductor

A normal conductor in tunnelling contact with a superconductor can acquire an energy gap of its own. We ask how large this gap is. Let Δ > 0 be the gap of the parent superconductor, Γ > 0 the tunnelling rate in energy units (ħ = 1), ξ the energy of a normal level measured from the Fermi level, and E the excitation energy. Here Γ is the half-width at half maximum that the level would have if the superconductor were normal. The occupation of the level would then decay at the golden-rule rate 2Γ, so "rate" in this text means half of that; some texts use Γ for the full width.

In the particle-hole (Nambu) basis, with Pauli matrices τ and a real pair potential, the level has Hamiltonian ξτ_z. For |E| < Δ write s = √(Δ² − E²). Tunnelling adds the self-energy

Σ(E) = (Γ/s)(−E + Δτ_x),

and the inverse Green function is

G⁻¹(E) = E − ξτ_z − Σ(E) = A − ξτ_z − Bτ_x,

with A = E(1 + Γ/s), the renormalized energy, and B = ΓΔ/s, the induced pairing. A quasiparticle sits where det G⁻¹ = 0. For a level at the Fermi level, ξ = 0, this condition reads A = B when E > 0, since A and B are then both positive. The induced gap E_g is defined as a solution of A = B with 0 < E < Δ.

## What is claimed, and how Lean says it

The predicate `IsInducedGap Γ Δ E` is this definition: the two strict inequalities and the gap equation. For Δ > 0, `inducedGap_main` provides a function `Eg` of Γ that is strictly increasing on Γ > 0. For each such Γ it satisfies `Eg Γ < Γ`, and E is an induced gap exactly when `E = Eg Γ`. This equivalence contains both existence and uniqueness. `inducedGap_bounds` adds a lower bound:

ΓΔ/(Γ + Δ) < E_g < Γ.

`exists_pole_iff` gives the root its spectral meaning: for 0 ≤ E < Δ, some real ξ makes the determinant of `invGreen` vanish exactly when E_g ≤ E. Since ξ ranges over all real numbers, this describes a wide band that crosses the Fermi level, with the same Γ for every state and no mixing of different states by the tunnelling. A single level with fixed ξ ≠ 0 has its subgap pole above E_g.

The matrices are real and 2 × 2, and `selfEnergy` has its physical meaning only for |E| < Δ. Its form is postulated. It stands for a wide-band BCS superconductor with energy-independent tunnelling, and obtaining it from a microscopic tunnelling Hamiltonian is the step left to physics.

In such non-interacting models of hybrid devices, the two bounds, together with E_g < Δ, bracket a numerical search for the root.

## From the determinant to a cubic

The determinant is

det G⁻¹ = (A − ξ)(A + ξ) − B² = A² − ξ² − B².

For 0 ≤ E < Δ, the difference of the two sides of the gap equation is

A − B = E − Γ(Δ − E)/s = [Es − Γ(Δ − E)]/s.

Multiply numerator and denominator by Es + Γ(Δ − E) > 0 and use s² = (Δ − E)(Δ + E):

A − B = c P(E),

P(E) = E²(Δ + E) − Γ²(Δ − E),

c = (Δ − E) / {s[Es + Γ(Δ − E)]} > 0.

So A − B and P have the same sign, and the gap equation is equivalent to P(E) = 0.

**One root.** For E ≥ 0 both E²(Δ + E) and −Γ²(Δ − E) increase strictly, hence so does P. Since P(0) = −Γ²Δ < 0 and P(Δ) = 2Δ³ > 0, there is exactly one root in (0, Δ). For E ≥ 0, P(E) ≥ 0 holds exactly when E ≥ E_g.

**Bounds.** If E_g ≥ Γ, then

Γ²(Δ − E_g) ≤ E_g²(Δ − E_g) < E_g²(Δ + E_g),

which contradicts P(E_g) = 0. For the lower bound, A = B gives E_g s = Γ(Δ − E_g), with s taken at E_g. As s < Δ, we get E_gΔ > Γ(Δ − E_g), which rearranges to E_g > ΓΔ/(Γ + Δ).

**Growth with Γ.** Let 0 < a < b be two rates with gaps E_a and E_b. Inserting E_b into the cubic for rate a gives

E_b²(Δ + E_b) − a²(Δ − E_b) = (b² − a²)(Δ − E_b) > 0.

Thus E_b lies strictly above E_a.

**Poles.** A zero of the determinant requires ξ² = A² − B². As A and B are non-negative, a real ξ exists exactly when A ≥ B, that is, when P(E) ≥ 0, or E ≥ E_g. At E = E_g the level energy is ξ = 0.

## Weak and strong tunnelling

The bounds determine both limits. For Γ/Δ → 0, the ratio E_g/Γ lies between 1/(1 + Γ/Δ) and 1, so E_g approaches Γ. For Γ/Δ → ∞, the lower bound tends to Δ while E_g stays below Δ, so the induced gap approaches that of the parent.

## The Lean file and its proof

```lean
import Mathlib

open Matrix

namespace ProximityInducedGap

noncomputable section

/-- Nambu Hamiltonian of a normal level with energy `ξ` measured from the Fermi level. -/
def normalHamiltonian (ξ : ℝ) : Matrix (Fin 2) (Fin 2) ℝ := !![ξ, 0; 0, -ξ]

/-- Self-energy from tunnelling into a superconductor with gap `Δ`, where `Γ` is the half-width at
half maximum that the level would have if the superconductor were normal, for energies `|E| < Δ`. -/
def selfEnergy (Γ Δ E : ℝ) : Matrix (Fin 2) (Fin 2) ℝ :=
  (Γ / Real.sqrt (Δ ^ 2 - E ^ 2)) • !![-E, Δ; Δ, -E]

/-- Inverse Nambu Green function of the level coupled to the superconductor,
for energies `|E| < Δ`. -/
def invGreen (Γ Δ ξ E : ℝ) : Matrix (Fin 2) (Fin 2) ℝ :=
  E • (1 : Matrix (Fin 2) (Fin 2) ℝ) - normalHamiltonian ξ - selfEnergy Γ Δ E

/-- `E` is an induced gap: it lies strictly between zero and the parent gap `Δ`
and solves the gap equation. -/
def IsInducedGap (Γ Δ E : ℝ) : Prop :=
  0 < E ∧ E < Δ ∧
    E * (1 + Γ / Real.sqrt (Δ ^ 2 - E ^ 2)) = Γ * Δ / Real.sqrt (Δ ^ 2 - E ^ 2)

/-- The determinant of the inverse Green function, in terms of the renormalized energy,
the level energy and the induced pairing. -/
theorem det_invGreen (Γ Δ ξ E : ℝ) :
    (invGreen Γ Δ ξ E).det =
      (E * (1 + Γ / Real.sqrt (Δ ^ 2 - E ^ 2))) ^ 2 - ξ ^ 2
        - (Γ * Δ / Real.sqrt (Δ ^ 2 - E ^ 2)) ^ 2 := by
  simp [invGreen, normalHamiltonian, selfEnergy, Matrix.det_fin_two]
  ring

/-- For `Γ > 0` and `0 ≤ E < Δ`, renormalized energy minus induced pairing is a positive
multiple of a cubic polynomial in `E`. -/
theorem mismatch_eq_cubic {Γ Δ E : ℝ} (hΓ : 0 < Γ) (h0 : 0 ≤ E) (h1 : E < Δ) :
    ∃ c : ℝ, 0 < c ∧
      E * (1 + Γ / Real.sqrt (Δ ^ 2 - E ^ 2)) - Γ * Δ / Real.sqrt (Δ ^ 2 - E ^ 2)
        = c * (E ^ 2 * (Δ + E) - Γ ^ 2 * (Δ - E)) := by
  have hd : 0 < Δ - E := by linarith
  have hpos : 0 < Δ ^ 2 - E ^ 2 := by nlinarith
  have hs := Real.sqrt_pos.mpr hpos
  have hsq := Real.sq_sqrt hpos.le
  generalize Real.sqrt (Δ ^ 2 - E ^ 2) = s at hs hsq ⊢
  have hD : 0 < E * s + Γ * (Δ - E) :=
    add_pos_of_nonneg_of_pos (mul_nonneg h0 hs.le) (mul_pos hΓ hd)
  have hc : s⁻¹ * s = 1 := inv_mul_cancel₀ hs.ne'
  -- multiply by the conjugate expression to remove the square root
  refine ⟨(Δ - E) / (s * (E * s + Γ * (Δ - E))), div_pos hd (mul_pos hs hD), ?_⟩
  rw [div_mul_eq_mul_div, eq_div_iff (mul_pos hs hD).ne']
  linear_combination (E * Γ - Γ * Δ) * (E * s + Γ * (Δ - E)) * hc + E ^ 2 * hsq

/-- For `Γ > 0`, `E` is an induced gap exactly when it lies strictly between zero and `Δ` and solves
a cubic equation without square roots. -/
theorem isInducedGap_iff_cubic {Γ Δ E : ℝ} (hΓ : 0 < Γ) :
    IsInducedGap Γ Δ E ↔
      0 < E ∧ E < Δ ∧ E ^ 2 * (Δ + E) = Γ ^ 2 * (Δ - E) := by
  unfold IsInducedGap
  refine and_congr_right fun h0 => and_congr_right fun h1 => ?_
  obtain ⟨c, hc, h⟩ := mismatch_eq_cubic hΓ h0.le h1
  constructor
  · intro g
    rw [sub_eq_zero.mpr g] at h
    rcases mul_eq_zero.mp h.symm with h' | h'
    · exact absurd h' hc.ne'
    · exact sub_eq_zero.mp h'
  · intro g
    rw [sub_eq_zero.mpr g, mul_zero] at h
    exact sub_eq_zero.mp h

/-- For `Γ, Δ > 0` and `E ≥ 0`, the sign of the cubic tells whether `E` has reached
the induced gap `Eg`. -/
theorem cubic_nonneg_iff {Γ Δ Eg E : ℝ} (hΓ : 0 < Γ) (hΔ : 0 < Δ)
    (hg : IsInducedGap Γ Δ Eg) (h0 : 0 ≤ E) :
    0 ≤ E ^ 2 * (Δ + E) - Γ ^ 2 * (Δ - E) ↔ Eg ≤ E := by
  obtain ⟨hg0, -, hroot⟩ := (isInducedGap_iff_cubic hΓ).mp hg
  -- both parts of the cubic grow with the energy
  have mono : ∀ a b : ℝ, 0 ≤ a → a < b →
      a ^ 2 * (Δ + a) - Γ ^ 2 * (Δ - a) < b ^ 2 * (Δ + b) - Γ ^ 2 * (Δ - b) := by
    intro a b ha hab
    have h1 : a ^ 2 < b ^ 2 := by nlinarith
    have h2 : a ^ 2 * (Δ + a) < b ^ 2 * (Δ + b) :=
      mul_lt_mul'' h1 (by linarith) (sq_nonneg a) (by linarith)
    have h3 : 0 < Γ ^ 2 * (b - a) := mul_pos (by positivity) (by linarith)
    linarith
  constructor
  · intro h
    by_contra hlt
    have := mono E Eg h0 (not_le.mp hlt)
    linarith
  · intro h
    rcases eq_or_lt_of_le h with h | h
    · rw [← h]
      linarith
    · have := mono Eg E hg0.le h
      linarith

/-- For `Γ, Δ > 0` there is exactly one induced gap. -/
theorem existsUnique_inducedGap {Γ Δ : ℝ} (hΓ : 0 < Γ) (hΔ : 0 < Δ) :
    ∃! E, IsInducedGap Γ Δ E := by
  have hcont : ContinuousOn (fun x : ℝ => x ^ 2 * (Δ + x) - Γ ^ 2 * (Δ - x))
      (Set.Icc 0 Δ) := by fun_prop
  have hl : (0 : ℝ) ^ 2 * (Δ + 0) - Γ ^ 2 * (Δ - 0) < 0 := by
    have : 0 < Γ ^ 2 * Δ := by positivity
    nlinarith
  have hr : 0 < Δ ^ 2 * (Δ + Δ) - Γ ^ 2 * (Δ - Δ) := by
    have : 0 < Δ ^ 3 := by positivity
    nlinarith
  -- the cubic changes sign between zero and the parent gap
  obtain ⟨E, ⟨h0, h1⟩, hE⟩ := intermediate_value_Ioo hΔ.le hcont ⟨hl, hr⟩
  have hgap : IsInducedGap Γ Δ E :=
    (isInducedGap_iff_cubic hΓ).mpr ⟨h0, h1, sub_eq_zero.mp hE⟩
  refine ⟨E, hgap, fun F hF => ?_⟩
  have hF' := sub_eq_zero.mpr ((isInducedGap_iff_cubic hΓ).mp hF).2.2
  exact le_antisymm ((cubic_nonneg_iff hΓ hΔ hF h0.le).mp (le_of_eq hE.symm))
    ((cubic_nonneg_iff hΓ hΔ hgap hF.1.le).mp hF'.ge)

/-- For `Γ > 0` the induced gap lies below `Γ` and above `Γ Δ / (Γ + Δ)`. -/
theorem inducedGap_bounds {Γ Δ E : ℝ} (hΓ : 0 < Γ) (h : IsInducedGap Γ Δ E) :
    Γ * Δ / (Γ + Δ) < E ∧ E < Γ := by
  obtain ⟨h0, h1, hc⟩ := (isInducedGap_iff_cubic hΓ).mp h
  have hd : 0 < Δ - E := by linarith
  constructor
  · rw [div_lt_iff₀ (by linarith)]
    by_contra hn
    have hle : E * Δ ≤ Γ * (Δ - E) := by linarith [not_lt.mp hn]
    have h2 := pow_le_pow_left₀ (mul_nonneg h0.le (by linarith)) hle 2
    have h3 : (Γ * (Δ - E)) ^ 2 = E ^ 2 * (Δ ^ 2 - E ^ 2) := by
      linear_combination (-(Δ - E)) * hc
    have h4 : 0 < E ^ 4 := by positivity
    nlinarith
  · by_contra hn
    have h2 := pow_le_pow_left₀ hΓ.le (not_lt.mp hn) 2
    have h3 := mul_le_mul_of_nonneg_right h2 hd.le
    have h4 : 0 < E ^ 3 := by positivity
    nlinarith

/-- For a parent gap `Δ > 0`, the gap equation defines one induced gap for each `Γ > 0`;
it is smaller than `Γ` and strictly increasing in `Γ`. -/
theorem inducedGap_main {Δ : ℝ} (hΔ : 0 < Δ) :
    ∃ Eg : ℝ → ℝ, StrictMonoOn Eg (Set.Ioi 0) ∧
      ∀ Γ, 0 < Γ → Eg Γ < Γ ∧ ∀ E, IsInducedGap Γ Δ E ↔ E = Eg Γ := by
  have hex : ∀ Γ : ℝ, 0 < Γ → ∃ E, IsInducedGap Γ Δ E :=
    fun Γ hΓ => (existsUnique_inducedGap hΓ hΔ).exists
  choose! Eg hEg using hex
  refine ⟨Eg, ?_, fun Γ hΓ => ⟨(inducedGap_bounds hΓ (hEg Γ hΓ)).2, fun E => ?_⟩⟩
  · intro a ha b hb hab
    have ha' : 0 < a := ha
    have hb' : 0 < b := hb
    obtain ⟨p0, p1, p⟩ := (isInducedGap_iff_cubic hb').mp (hEg b hb')
    by_contra hn
    -- at the larger rate `b`, the gap for `b` still makes the cubic for `a` positive
    have h1 : a ^ 2 < b ^ 2 := by nlinarith
    have h2 := mul_lt_mul_of_pos_right h1 (sub_pos.mpr p1)
    have h3 := (cubic_nonneg_iff ha' hΔ (hEg a ha') p0.le).mp (by linarith)
    have h4 : Eg b = Eg a := le_antisymm (not_lt.mp hn) h3
    have h5 := ((isInducedGap_iff_cubic ha').mp (hEg a ha')).2.2
    rw [← h4] at h5
    linarith
  · constructor
    · intro h
      exact (existsUnique_inducedGap hΓ hΔ).unique h (hEg Γ hΓ)
    · intro h
      rw [h]
      exact hEg Γ hΓ

/-- For `Γ > 0` and `0 ≤ E < Δ`, the Green function has a pole at `E` for some level
energy `ξ` exactly when `E` is at least the induced gap. -/
theorem exists_pole_iff {Γ Δ Eg E : ℝ} (hΓ : 0 < Γ) (hg : IsInducedGap Γ Δ Eg)
    (h0 : 0 ≤ E) (h1 : E < Δ) :
    (∃ ξ : ℝ, (invGreen Γ Δ ξ E).det = 0) ↔ Eg ≤ E := by
  have hΔ : 0 < Δ := lt_of_le_of_lt h0 h1
  obtain ⟨c, hc, h⟩ := mismatch_eq_cubic hΓ h0 h1
  rw [← cubic_nonneg_iff hΓ hΔ hg h0, ← mul_nonneg_iff_of_pos_left hc, ← h]
  simp only [det_invGreen]
  have hA : 0 ≤ E * (1 + Γ / Real.sqrt (Δ ^ 2 - E ^ 2)) := by positivity
  have hB : 0 ≤ Γ * Δ / Real.sqrt (Δ ^ 2 - E ^ 2) := by positivity
  generalize E * (1 + Γ / Real.sqrt (Δ ^ 2 - E ^ 2)) = A at hA ⊢
  generalize Γ * Δ / Real.sqrt (Δ ^ 2 - E ^ 2) = B at hB ⊢
  constructor
  · rintro ⟨ξ, hξ⟩
    by_contra hn
    have hlt : A < B := by linarith [not_le.mp hn]
    nlinarith [sq_nonneg ξ]
  · intro hAB
    -- the level energy follows from the quasiparticle dispersion
    have hnn : 0 ≤ A ^ 2 - B ^ 2 := by nlinarith
    refine ⟨Real.sqrt (A ^ 2 - B ^ 2), ?_⟩
    rw [Real.sq_sqrt hnn]
    ring

end

end ProximityInducedGap
```

```lean
#print axioms ProximityInducedGap.inducedGap_main
-- 'ProximityInducedGap.inducedGap_main' depends on axioms: [propext, Classical.choice, Quot.sound]
#print axioms ProximityInducedGap.exists_pole_iff
-- 'ProximityInducedGap.exists_pole_iff' depends on axioms: [propext, Classical.choice, Quot.sound]
```

`det_invGreen` expands the 2 × 2 determinant. `mismatch_eq_cubic` removes the square root: it replaces the root by a variable s, supplies the factor c found above, and closes the identity with `linear_combination` from s⁻¹s = 1 and s² = Δ² − E². Because c is nonzero, `isInducedGap_iff_cubic` can trade the gap equation for the cubic one.

In `cubic_nonneg_iff`, the local statement `mono` is the strict growth of P, and comparison with the root gives the sign rule. `existsUnique_inducedGap` obtains a root from `intermediate_value_Ioo`. For two roots, the sign rule gives an inequality in each direction, and `le_antisymm` makes them equal.

`inducedGap_bounds` argues by contradiction on both sides. For the lower bound it works with squares, comparing (Γ(Δ − E))² = E²(Δ² − E²) with E²Δ², so the square root does not reappear.

In `inducedGap_main`, `choose!` turns the root for each Γ into a function. Monotonicity is again proved by contradiction: if `Eg b ≤ Eg a`, the sign rule forces equality, and then one energy would solve the cubics for two different rates. Finally, `exists_pole_iff` names the two sides A and B. One direction uses ξ² ≥ 0; the other supplies the level energy ξ = √(A² − B²).
